# Averaging consistent and lumped mass for hat functions on a uniform grid gives h (1, 10, 1)/12

Take the equation u″ = f on an unbounded uniform grid with spacing h > 0 and nodes jh, where j runs over all integers. Linear finite elements turn the left side into the second difference of u divided by h. On the right, a mass matrix acts on the nodal values of f. Two choices are common: the consistent mass, made of overlap integrals of the basis functions, and the lumped mass, which puts each row sum on the diagonal. Both miss already for u = x⁴, where f = 12x². At every node the consistent mass gives a right side too large by 2h³, and the lumped mass gives one too small by 2h³. The errors are equal and opposite, so the average of the two matrices removes them.

The development below computes the overlaps, the row sums and the average, and then shows that equal weights are the only ones that pass this quartic test.

```lean
import Mathlib

open MeasureTheory

namespace HatFunctionMass

noncomputable section
```

## Hat functions and their mass matrices

The basis function at node j, for any integer j, is

φ_j(x) = max(0, 1 − |x/h − j|).

It equals 1 at x = jh and falls linearly to 0 at the two neighbouring nodes. In Lean it is `hat h j x`, with a real position `x` and an integer index `j`. The grid is infinite in both directions, so there are no boundary rows; on a finite interval the truncated hats at the ends would have different entries.

```lean
/-- The hat function centred at the node `j * h` of a uniform grid with spacing `h > 0`. -/
def hat (h : ℝ) (j : ℤ) (x : ℝ) : ℝ := max 0 (1 - |x / h - j|)
```

The consistent mass matrix has the entries

M_ij = ∫ φ_i(x) φ_j(x) dx,

integrated over the whole real line. The hats are not normalised: the diagonal entry will be 2h/3, not 1.

```lean
/-- The overlap integral of two hat functions, an entry of the consistent mass matrix,
for grid spacing `h > 0`. -/
def overlap (h : ℝ) (i j : ℤ) : ℝ := ∫ x : ℝ, hat h i x * hat h j x
```

The lumped matrix L is diagonal, with

L_ii = Σ_k M_ik.

The sum runs over all integers k; its convergence is proved below, together with its value.

```lean
/-- The lumped mass matrix for `h > 0`: each row sum of the overlap matrix is put on the
diagonal. -/
def lumped (h : ℝ) (i j : ℤ) : ℝ := if i = j then ∑' k, overlap h i k else 0
```

A weight w interpolates between the two:

(1 − w) M_ij + w L_ij.

For 0 ≤ w ≤ 1, w is the share of the mass treated as concentrated at the nodes. The definition allows any real w; w = 0 is the consistent and w = 1 the lumped matrix.

```lean
/-- The mixture of consistent mass, with weight `1 - w`, and lumped mass, with weight `w`,
for `h > 0`. -/
def mixedMass (h w : ℝ) (i j : ℤ) : ℝ := (1 - w) * overlap h i j + w * lumped h i j
```

## Reduction to the unit grid

On each cell a product of two hats is a quadratic polynomial, so one integral is enough:

∫_p^q (a + bx + cx²) dx = a(q − p) + b(q² − p²)/2 + c(q³ − p³)/3.

The proof differentiates the antiderivative ax + bx²/2 + cx³/3 and applies the fundamental theorem of calculus.

```lean
/-- The integral of a quadratic polynomial between two limits. -/
theorem integral_quadratic (a b c p q : ℝ) :
    ∫ x in p..q, (a + b * x + c * x ^ 2) =
      a * (q - p) + b * (q ^ 2 - p ^ 2) / 2 + c * (q ^ 3 - p ^ 3) / 3 := by
  have hd : ∀ x ∈ Set.uIcc p q,
      HasDerivAt (fun x : ℝ => a * x + b / 2 * x ^ 2 + c / 3 * x ^ 3)
        (a + b * x + c * x ^ 2) x := by
    intro x _
    have k := (((hasDerivAt_id' x).const_mul a).fun_add
      ((hasDerivAt_pow 2 x).const_mul (b / 2))).fun_add
      ((hasDerivAt_pow 3 x).const_mul (c / 3))
    exact k.congr_deriv (by norm_num; ring)
  rw [intervalIntegral.integral_eq_sub_of_hasDerivAt hd
    (Continuous.intervalIntegrable (by fun_prop) _ _)]
  ring
```

The range of integration is limited by the support. If |x/h − j| ≥ 1, then 1 − |x/h − j| ≤ 0, and the maximum with 0 is 0.

```lean
/-- For `h > 0` a hat function vanishes at every point at least one grid spacing away from its node.
-/
theorem hat_eq_zero {h : ℝ} {j : ℤ} {x : ℝ} (hx : 1 ≤ |x / h - j|) : hat h j x = 0 :=
  max_eq_left (by linarith)
```

Write Λ_j for the hat function with h = 1. Substituting x = hy, and then y = t + i, gives

M_ij = h ∫ Λ_i(y) Λ_j(y) dy = h ∫ Λ_0(t) Λ_{j−i}(t) dt.

Only the index difference is left. In the proof, `s` is the change of scale and `t` the translation. The scaling rule produces the factor |h|, which equals h because h > 0.

```lean
/-- For `h > 0` an overlap integral is `h` times an integral on the unit grid that depends
only on the index difference. -/
theorem overlap_scale {h : ℝ} (hh : 0 < h) (i j : ℤ) :
    overlap h i j = h * ∫ x : ℝ, hat 1 0 x * hat 1 (j - i) x := by
  have s := Measure.integral_comp_div (fun y : ℝ => hat 1 i y * hat 1 j y) h
  have t := integral_sub_right_eq_self (μ := volume)
    (fun y : ℝ => hat 1 0 y * hat 1 (j - i) y) (i : ℝ)
  simp only [overlap, hat, div_one, Int.cast_zero, sub_zero, Int.cast_sub,
    sub_sub_sub_cancel_right, smul_eq_mul, abs_of_pos hh] at s t ⊢
  rw [s, t]
```

## The three overlap values

For equal indices the rising and the falling flank contribute equally:

∫_{−1}^{0} (1 + x)² dx + ∫_{0}^{1} (1 − x)² dx = 1/3 + 1/3 = 2/3,

so M_jj = 2h/3. The Lean proof first confines the support to the interval from −1 to 1 (`hs`), then splits the integral at 0 and replaces the hats by their linear formulas in `l` and `r`.

```lean
/-- For `h > 0` the overlap of a hat function with itself is `2h/3`. -/
theorem overlap_self {h : ℝ} (hh : 0 < h) (j : ℤ) : overlap h j j = 2 * h / 3 := by
  rw [overlap_scale hh, sub_self]
  have hs : Function.support (fun x : ℝ => hat 1 0 x * hat 1 0 x) ⊆ Set.Ioc (-1) 1 := by
    intro x hx
    have hx' : hat 1 0 x * hat 1 0 x ≠ 0 := hx
    refine ⟨lt_of_not_ge fun h0 => hx' ?_, le_of_not_gt fun h1 => hx' ?_⟩
    · rw [hat_eq_zero (by rw [le_abs]; right; push_cast; linarith), mul_zero]
    · rw [hat_eq_zero (by rw [le_abs]; left; push_cast; linarith), mul_zero]
  have hc : Continuous (fun x : ℝ => hat 1 0 x * hat 1 0 x) := by
    unfold hat
    fun_prop
  -- the rising and the falling flank are integrated separately
  have l : ∫ x in (-1 : ℝ)..0, hat 1 0 x * hat 1 0 x =
      ∫ x in (-1 : ℝ)..0, (1 + 2 * x + 1 * x ^ 2) := by
    apply intervalIntegral.integral_congr
    intro x hx
    rw [Set.uIcc_of_le (by norm_num)] at hx
    have e : hat 1 0 x = 1 + x := by
      simp only [hat, div_one, Int.cast_zero, sub_zero]
      rw [abs_of_nonpos hx.2, max_eq_right (by linarith [hx.1])]
      ring
    show hat 1 0 x * hat 1 0 x = 1 + 2 * x + 1 * x ^ 2
    rw [e]
    ring
  have r : ∫ x in (0 : ℝ)..1, hat 1 0 x * hat 1 0 x =
      ∫ x in (0 : ℝ)..1, (1 + (-2) * x + 1 * x ^ 2) := by
    apply intervalIntegral.integral_congr
    intro x hx
    rw [Set.uIcc_of_le (by norm_num)] at hx
    have e : hat 1 0 x = 1 - x := by
      simp only [hat, div_one, Int.cast_zero, sub_zero]
      rw [abs_of_nonneg hx.1, max_eq_right (by linarith [hx.2])]
    show hat 1 0 x * hat 1 0 x = 1 + (-2) * x + 1 * x ^ 2
    rw [e]
    ring
  rw [← intervalIntegral.integral_eq_integral_of_support_subset hs,
    ← intervalIntegral.integral_add_adjacent_intervals
      (hc.intervalIntegrable (-1) 0) (hc.intervalIntegrable 0 1),
    l, r, integral_quadratic, integral_quadratic]
  ring
```

The sign of h matters here. For h = −1 the integrand is still a square, and the integral is 2/3, whereas the formula 2h/3 would give −2/3.

Neighbouring hats share a single cell. On the unit grid one falls as 1 − x while the other rises as x:

∫_{0}^{1} (1 − x) x dx = 1/2 − 1/3 = 1/6.

Hence M_{j,j+1} = h/6, and M_{j+1,j} has the same value because the product commutes.

```lean
/-- For `h > 0` the overlap of neighbouring hat functions is `h/6`, in either order. -/
theorem overlap_succ {h : ℝ} (hh : 0 < h) (j : ℤ) :
    overlap h j (j + 1) = h / 6 ∧ overlap h (j + 1) j = h / 6 := by
  have hsymm : overlap h (j + 1) j = overlap h j (j + 1) := by
    unfold overlap
    congr 1
    funext x
    exact mul_comm _ _
  rw [hsymm, and_self, overlap_scale hh, add_sub_cancel_left]
  have hs : Function.support (fun x : ℝ => hat 1 0 x * hat 1 1 x) ⊆ Set.Ioc 0 1 := by
    intro x hx
    have hx' : hat 1 0 x * hat 1 1 x ≠ 0 := hx
    refine ⟨lt_of_not_ge fun h0 => hx' ?_, le_of_not_gt fun h1 => hx' ?_⟩
    · rw [hat_eq_zero (j := 1) (by rw [le_abs]; right; push_cast; linarith), mul_zero]
    · rw [hat_eq_zero (j := 0) (by rw [le_abs]; left; push_cast; linarith), zero_mul]
  -- the two hats share one cell, where their product is x (1 - x)
  have m : ∫ x in (0 : ℝ)..1, hat 1 0 x * hat 1 1 x =
      ∫ x in (0 : ℝ)..1, (0 + 1 * x + (-1) * x ^ 2) := by
    apply intervalIntegral.integral_congr
    intro x hx
    rw [Set.uIcc_of_le (by norm_num)] at hx
    have e0 : hat 1 0 x = 1 - x := by
      simp only [hat, div_one, Int.cast_zero, sub_zero]
      rw [abs_of_nonneg hx.1, max_eq_right (by linarith [hx.2])]
    have e1 : hat 1 1 x = x := by
      simp only [hat, div_one, Int.cast_one]
      rw [abs_of_nonpos (by linarith [hx.2]), max_eq_right (by linarith [hx.1])]
      ring
    show hat 1 0 x * hat 1 1 x = 0 + 1 * x + (-1) * x ^ 2
    rw [e0, e1]
    ring
  rw [← intervalIntegral.integral_eq_integral_of_support_subset hs, m, integral_quadratic]
  ring
```

For |i − j| ≥ 2 no integration is needed. Where |x/h − i| ≥ 1, the first hat vanishes. Elsewhere the triangle inequality gives

|x/h − j| ≥ |i − j| − |x/h − i| > 2 − 1 = 1,

and the second hat vanishes. The integrand is zero at every point, and so M_ij = 0.

```lean
/-- Hat functions whose indices differ by at least two have zero overlap. -/
theorem overlap_far {h : ℝ} {i j : ℤ} (hij : 2 ≤ |i - j|) : overlap h i j = 0 := by
  have hr : (2 : ℝ) ≤ |(i : ℝ) - j| := by exact_mod_cast hij
  have hz : ∀ x, hat h i x * hat h j x = 0 := by
    intro x
    rcases le_or_gt 1 |x / h - i| with h1 | h1
    · rw [hat_eq_zero h1, zero_mul]
    · have ht := abs_sub_le (i : ℝ) (x / h) j
      rw [abs_sub_comm (i : ℝ) (x / h)] at ht
      rw [hat_eq_zero (j := j) (by linarith), mul_zero]
  simp [overlap, hz]
```

## Rows as three-point stencils

Row i now has only three nonzero entries. For any grid function f, with values f_j,

Σ_j M_ij f_j = (h/6)(f_{i−1} + 4f_i + f_{i+1}).

Lean states this with `HasSum`, which says that the infinite sum converges and has the given value. No decay of f is required, since all terms beyond the three neighbours are zero. The proof restricts the sum to the set {i − 1, i, i + 1} and inserts the overlaps.

```lean
/-- For `h > 0` a row of the overlap matrix acts on any grid function as the
three-point stencil `h (1, 4, 1) / 6`. -/
theorem overlap_hasSum {h : ℝ} (hh : 0 < h) (i : ℤ) (f : ℤ → ℝ) :
    HasSum (fun j => overlap h i j * f j)
      (h / 6 * (f (i - 1) + 4 * f i + f (i + 1))) := by
  have key : HasSum (fun j => overlap h i j * f j)
      (∑ j ∈ ({i - 1, i, i + 1} : Finset ℤ), overlap h i j * f j) := by
    apply hasSum_sum_of_ne_finset_zero
    intro j hj
    simp only [Finset.mem_insert, Finset.mem_singleton, not_or] at hj
    rw [overlap_far (by rw [le_abs]; omega), zero_mul]
  have hl : overlap h i (i - 1) = h / 6 := by
    have k := (overlap_succ hh (i - 1)).2
    rwa [sub_add_cancel] at k
  rw [Finset.sum_insert (by simp only [Finset.mem_insert, Finset.mem_singleton]; omega),
    Finset.sum_insert (by simp only [Finset.mem_singleton]; omega),
    Finset.sum_singleton, hl, overlap_self hh, (overlap_succ hh i).1] at key
  convert key using 1
  ring
```

Setting f_j = 1 for all j gives the row sum:

Σ_j M_ij = (h/6)(1 + 4 + 1) = h.

The lumped matrix is therefore h times the identity.

```lean
/-- For `h > 0` every row of the overlap matrix sums to the grid spacing `h`. -/
theorem overlap_row_sum {h : ℝ} (hh : 0 < h) (i : ℤ) :
    HasSum (fun j => overlap h i j) h := by
  have k := overlap_hasSum hh i (fun _ => 1)
  have e : h / 6 * (1 + 4 * 1 + 1) = h := by ring
  rw [e] at k
  simpa only [mul_one] using k
```

## The average with equal weights

With w = 1/2 the entries are

diagonal: (1/2)(2h/3) + (1/2)h = 5h/6 = 10h/12,

neighbours: (1/2)(h/6) + 0 = h/12,

and zero for index distance two or more. The theorem writes this as h/12 times 10, 1 or 0, and its proof goes through the same three cases.

```lean
/-- For `h > 0` the average of consistent and lumped mass is the tridiagonal matrix
`h (1, 10, 1) / 12`. -/
theorem averaged_mass {h : ℝ} (hh : 0 < h) (i j : ℤ) :
    mixedMass h (1 / 2) i j =
      h / 12 * (if i = j then 10 else if |i - j| = 1 then 1 else 0) := by
  unfold mixedMass lumped
  by_cases hij : i = j
  · subst hij
    rw [if_pos rfl, if_pos rfl, (overlap_row_sum hh i).tsum_eq, overlap_self hh]
    ring
  rw [if_neg hij, if_neg hij]
  by_cases h1 : |i - j| = 1
  · have ho : overlap h i j = h / 6 := by
      rcases (abs_eq (by norm_num)).mp h1 with h2 | h2
      · obtain rfl : i = j + 1 := by omega
        exact (overlap_succ hh j).2
      · obtain rfl : j = i + 1 := by omega
        exact (overlap_succ hh i).1
    rw [if_pos h1, ho]
    ring
  · have hp : 0 < |i - j| := abs_pos.mpr (sub_ne_zero.mpr hij)
    rw [if_neg h1, overlap_far (by omega)]
    ring
```

## The quartic test fixes the weight

Apply the mixed matrix to f_j = 12(jh)², the second derivative of x⁴ at the nodes. The consistent part gives

(h/6) · 12h² · [(i − 1)² + 4i² + (i + 1)²] = 12i²h³ + 4h³,

and the lumped part gives 12i²h³. With weights 1 − w and w the total is

12i²h³ + 4(1 − w)h³.

The second difference of x⁴ divided by h is

[((i + 1)h)⁴ − 2(ih)⁴ + ((i − 1)h)⁴]/h = 12i²h³ + 2h³.

The two agree exactly when 4(1 − w) = 2, that is, w = 1/2. Since i is fixed in the theorem, a single node already determines the weight.

In the proof, `A` and `B` are the consistent and lumped sums, `key` is their mixture for arbitrary w, and `R` evaluates the second difference. One direction uses the uniqueness of the value of a convergent sum and then cancels h³, which is nonzero because h > 0; the other inserts w = 1/2.

```lean
/-- For `h > 0`, the mixed mass applied to the second derivative `12 x^2` of `x^4` gives the
second difference of `x^4` divided by `h` exactly when the two masses have equal weight. -/
theorem exact_on_quartic_iff {h : ℝ} (hh : 0 < h) (w : ℝ) (i : ℤ) :
    HasSum (fun j : ℤ => mixedMass h w i j * (12 * ((j : ℝ) * h) ^ 2))
      (((((i : ℝ) + 1) * h) ^ 4 - 2 * ((i : ℝ) * h) ^ 4 + (((i : ℝ) - 1) * h) ^ 4) / h)
      ↔ w = 1 / 2 := by
  have hl : lumped h i i = h := by
    rw [lumped, if_pos rfl, (overlap_row_sum hh i).tsum_eq]
  have A := overlap_hasSum hh i (fun j : ℤ => 12 * ((j : ℝ) * h) ^ 2)
  have B : HasSum (fun j : ℤ => lumped h i j * (12 * ((j : ℝ) * h) ^ 2))
      (lumped h i i * (12 * ((i : ℝ) * h) ^ 2)) := by
    apply hasSum_single i
    intro j hj
    rw [lumped, if_neg (Ne.symm hj), zero_mul]
  rw [hl] at B
  -- the value of the mixed stencil for arbitrary weight
  have key : HasSum (fun j : ℤ => mixedMass h w i j * (12 * ((j : ℝ) * h) ^ 2))
      (12 * (i : ℝ) ^ 2 * h ^ 3 + 4 * (1 - w) * h ^ 3) := by
    have hf : (fun j : ℤ => mixedMass h w i j * (12 * ((j : ℝ) * h) ^ 2)) =
        fun j : ℤ => (1 - w) * (overlap h i j * (12 * ((j : ℝ) * h) ^ 2)) +
          w * (lumped h i j * (12 * ((j : ℝ) * h) ^ 2)) := by
      funext j
      simp only [mixedMass]
      ring
    have hv : 12 * (i : ℝ) ^ 2 * h ^ 3 + 4 * (1 - w) * h ^ 3 =
        (1 - w) * (h / 6 * (12 * (((i - 1 : ℤ) : ℝ) * h) ^ 2 +
          4 * (12 * ((i : ℝ) * h) ^ 2) + 12 * (((i + 1 : ℤ) : ℝ) * h) ^ 2)) +
          w * (h * (12 * ((i : ℝ) * h) ^ 2)) := by
      push_cast
      ring
    rw [hf, hv]
    exact (A.mul_left (1 - w)).add (B.mul_left w)
  have R : ((((i : ℝ) + 1) * h) ^ 4 - 2 * ((i : ℝ) * h) ^ 4 + (((i : ℝ) - 1) * h) ^ 4) / h
      = 12 * (i : ℝ) ^ 2 * h ^ 3 + 2 * h ^ 3 := by
    rw [div_eq_iff hh.ne']
    ring
  rw [R]
  constructor
  · intro H
    have e := H.unique key
    have z : h ^ 3 * (w - 1 / 2) = 0 := by linear_combination (1 / 4) * e
    rcases mul_eq_zero.mp z with h0 | h0
    · exact absurd h0 (pow_pos hh 3).ne'
    · linarith
  · rintro rfl
    convert key using 1
    ring

end

end HatFunctionMass
```

A simple instance is h = 1, i = 0. The second difference of x⁴ is 1 − 0 + 1 = 2, and the nodal values of 12x² are 12, 0, 12. The consistent mass returns (12 + 0 + 12)/6 = 4, the lumped mass returns 0, and their average is 2.

The time-independent Schrödinger equation for one particle of mass m in one dimension, with potential V and energy E, can be written as ψ″ = gψ with g = 2m(V − E)/ħ². On a uniform grid, the averaged matrix applied to gψ supplies the right side of Numerov's three-point formula, written with the second difference of ψ divided by h on the left. The theorems establish the weights of that formula and its agreement on x⁴; they do not bound its error for a general wave function.

```lean
#print axioms HatFunctionMass.averaged_mass
#print axioms HatFunctionMass.exact_on_quartic_iff
```

```
'HatFunctionMass.averaged_mass' depends on axioms: [propext, Classical.choice, Quot.sound]
'HatFunctionMass.exact_on_quartic_iff' depends on axioms: [propext, Classical.choice, Quot.sound]
```
